# The retardation factor (1 + (Zα)²/16)⁻² of the nonrelativistic hydrogenic 2p–1s velocity amplitude

## Velocity operator and full plane wave

The correction for a finite photon wavelength depends on the transition operator to which it is applied. Here the operator is the velocity form, exp(i**k**·**r**) **ε**·∇, with the whole plane wave kept and the polarization **ε** perpendicular to **k**. Dipole means the same amplitude at k = 0.

Let R1s and R2p be the hydrogenic radial functions for nuclear charge Z, in atomic units. The gradient of the 1s orbital is radial, which gives a factor **ε**·**r**/r. Since **ε** is perpendicular to **k**, integration over the azimuth about **k** leaves only the 2p component along **ε**, with angular factor (**ε**·**r**/r)². Let μ be the cosine of the angle between **r** and **k**. The sine part of the plane wave is odd in μ and drops out. Averaging over the azimuth and then over μ gives the weight

w(x) = ∫₋₁¹ (1 − μ²)/4 · cos(xμ) dμ, x = kr.

Up to a constant that cancels in the ratio, the amplitude is

M(k) = ∫₀^∞ r² R2p(r) R1s′(r) w(kr) dr.

## What is proved about the ratio

In Lean, w is `angularWeight`, M(k) is `amplitude Z k`, and R1s′ is `deriv (R1s Z)`. The photon wavenumber, `photonWavenumber Z α`, is α times the Bohr energy difference, since c = 1/α in atomic units, where α is the fine-structure constant:

k = α(Z²/2 − Z²/8) = 3Z²α/8.

For all real Z > 0 and α > 0, `retardation_factor` states that M(0) ≠ 0, so the quotient is a genuine ratio, and that

M(k)/M(0) = 1/(1 + (Zα)²/16)²,

1 − (Zα)²/8 < M(k)/M(0) < 1.

The theorem `squared_retardation_bounds` places the squared ratio strictly between 1 − (Zα)²/4 and 1. In this one-electron, nonrelativistic model, that square multiplies the dipole emission rate, so the bounds limit the error of the long-wavelength approximation.

The radial functions and M(k) enter as definitions; the reduction from three dimensions is the argument given above. The model has a fixed nucleus, no recoil and no electron spin. Relativistic corrections to the orbitals and energies are also of relative order (Zα)², so this factor is not the complete correction at that order.

## The angular weight

For x ≠ 0, integrate by parts. The boundary term vanishes because 1 − μ² is zero at both ends:

w(x) = (1/(2x)) ∫₋₁¹ μ sin(xμ) dμ
= (1/(2x)) (2 sin x/x² − 2 cos x/x)
= j1(x)/x,

where j1(x) = sin x/x² − cos x/x. At x = 0 the integral is w(0) = (2 − 2/3)/4 = 1/3.

## The radial integral

Since R1s′ = −Z R1s, the two orbital exponents add to a = 3Z/2, and M(k) is a constant times

I(a,k) = ∫₀^∞ r³ exp(−ar) w(kr) dr.

For k > 0, r w(kr) = j1(kr)/k, so the integrand is

exp(−ar) [sin(kr)/k³ − r cos(kr)/k²].

Seek an antiderivative of the form

G(r) = exp(−ar) [A sin(kr) + B cos(kr) + r(C sin(kr) + D cos(kr))].

Matching G′ to the integrand gives four equations:

C − aA − kB = 1/k³
D − aB + kA = 0
−aC − kD = 0
kC − aD = −1/k².

With s = a² + k², the last two give C = −1/(ks) and D = a/(k²s). The first two then give A = −a(a² + 3k²)/(k³s²) and B = −2/s². Since G vanishes at infinity and G(0) = B,

I(a,k) = −B = 2/(a² + k²)².

At k = 0 the integral is (1/3)(6/a⁴) = 2/a⁴, which is the same formula.

## The ratio and its bounds

The prefactors cancel, and k/a = Zα/4. Hence

M(k)/M(0) = (a²/(a² + k²))² = 1/(1 + x)², where x now stands for (Zα)²/16.

This is below 1 because x > 0. The lower bound follows from

(1 − 2x)(1 + x)² = 1 − 3x² − 2x³ < 1.

For the square, write F = M(k)/M(0). Then F² ≥ 2F − 1 > 2(1 − 2x) − 1 = 1 − 4x, and 0 < F < 1 gives F² < 1.

## The complete Lean file

```lean
import Mathlib

open MeasureTheory Set Filter Topology

namespace LymanAlphaRetardation

noncomputable section

/-- The spherical Bessel function of order one, for nonzero argument. -/
def j1 (x : ℝ) : ℝ := Real.sin x / x ^ 2 - Real.cos x / x

/-- Angular average of a plane wave times the squared direction cosine along a polarization
perpendicular to the propagation axis; `μ` is the cosine of the angle to that axis. -/
def angularWeight (x : ℝ) : ℝ := ∫ μ in (-1 : ℝ)..1, (1 - μ ^ 2) / 4 * Real.cos (x * μ)

/-- The hydrogenic 1s radial function in atomic units. -/
def R1s (Z : ℝ) : ℝ → ℝ := fun r => 2 * √(Z ^ 3) * Real.exp (-Z * r)

/-- The hydrogenic 2p radial function in atomic units. -/
def R2p (Z : ℝ) : ℝ → ℝ := fun r => √(Z ^ 5 / 24) * r * Real.exp (-(Z / 2) * r)

/-- Radial velocity-form amplitude between 2p and 1s for a photon of wavenumber `k`. -/
def amplitude (Z k : ℝ) : ℝ :=
  ∫ r in Ioi (0 : ℝ), r ^ 2 * R2p Z r * deriv (R1s Z) r * angularWeight (k * r)

/-- Photon wavenumber: `α` times the difference of the Bohr energies with `n = 2` and `n = 1`. -/
def photonWavenumber (Z α : ℝ) : ℝ :=
  α * (-(Z ^ 2) / (2 * 2 ^ 2) - -(Z ^ 2) / (2 * 1 ^ 2))

/-- An exponentially damped oscillation whose amplitude is linear in the radius. -/
def dampedWave (a k A B C D : ℝ) : ℝ → ℝ := fun r =>
  Real.exp (-a * r) * (A * Real.sin (k * r) + B * Real.cos (k * r)
    + r * (C * Real.sin (k * r) + D * Real.cos (k * r)))

/-- At nonzero argument the angular weight is `j1 x / x`. -/
theorem angularWeight_eq {x : ℝ} (hx : x ≠ 0) : angularWeight x = j1 x / x := by
  have hd : ∀ μ ∈ uIcc (-1 : ℝ) 1, HasDerivAt
      (fun y : ℝ => (1 - y * y) * Real.sin (x * y) * (1 / (4 * x))
        + y * Real.cos (x * y) * (-1 / (2 * x ^ 2)) + Real.sin (x * y) * (1 / (2 * x ^ 3)))
      ((1 - μ ^ 2) / 4 * Real.cos (x * μ)) μ := by
    intro μ _
    have hi := hasDerivAt_id' μ
    have hs := (hi.const_mul x).sin
    have hc := (hi.const_mul x).cos
    have h := (((((hasDerivAt_const μ (1 : ℝ)).fun_sub (hi.fun_mul hi)).fun_mul hs).mul_const
      (1 / (4 * x))).fun_add ((hi.fun_mul hc).mul_const (-1 / (2 * x ^ 2)))).fun_add
      (hs.mul_const (1 / (2 * x ^ 3)))
    refine h.congr_deriv ?_
    field_simp
    ring
  have hc : Continuous (fun μ : ℝ => (1 - μ ^ 2) / 4 * Real.cos (x * μ)) := by fun_prop
  unfold angularWeight
  rw [intervalIntegral.integral_eq_sub_of_hasDerivAt hd (hc.intervalIntegrable _ _)]
  simp only [mul_neg, mul_one, Real.sin_neg, Real.cos_neg, j1]
  field_simp
  ring

/-- At zero argument the angular weight equals one third. -/
theorem angularWeight_zero : angularWeight 0 = 1 / 3 := by
  have hd : ∀ μ ∈ uIcc (-1 : ℝ) 1, HasDerivAt (fun y : ℝ => (y - y * y * y / 3) / 4)
      ((1 - μ ^ 2) / 4 * Real.cos (0 * μ)) μ := by
    intro μ _
    have hi := hasDerivAt_id' μ
    refine ((hi.fun_sub (((hi.fun_mul hi).fun_mul hi).div_const 3)).div_const 4).congr_deriv ?_
    rw [zero_mul, Real.cos_zero]
    ring
  have hc : Continuous (fun μ : ℝ => (1 - μ ^ 2) / 4 * Real.cos (0 * μ)) := by fun_prop
  unfold angularWeight
  rw [intervalIntegral.integral_eq_sub_of_hasDerivAt hd (hc.intervalIntegrable _ _)]
  norm_num

/-- For `r ≥ 0`, a damped wave with positive decay constant is bounded in absolute value by a
multiple of an exponential with half that decay constant. -/
theorem dampedWave_bound {a : ℝ} (ha : 0 < a) (k A B C D : ℝ) :
    ∃ M, ∀ r, 0 ≤ r → |dampedWave a k A B C D r| ≤ M * Real.exp (-(a / 2) * r) := by
  refine ⟨|A| + |B| + (|C| + |D|) * (2 / a), fun r hr => ?_⟩
  have tri : ∀ u v : ℝ, |u * Real.sin (k * r) + v * Real.cos (k * r)| ≤ |u| + |v| := by
    intro u v
    refine (abs_add_le _ _).trans (add_le_add ?_ ?_)
    · rw [abs_mul]
      exact mul_le_of_le_one_right (abs_nonneg u) (Real.abs_sin_le_one _)
    · rw [abs_mul]
      exact mul_le_of_le_one_right (abs_nonneg v) (Real.abs_cos_le_one _)
  have tP := tri A B
  have tQ := tri C D
  have hsq : Real.exp (-a * r) = Real.exp (-(a / 2) * r) * Real.exp (-(a / 2) * r) := by
    rw [← Real.exp_add]
    congr 1
    ring
  have hE := Real.exp_pos (-(a / 2) * r)
  have h1 : Real.exp (-(a / 2) * r) ≤ 1 :=
    Real.exp_le_one_iff.2 (by nlinarith [mul_nonneg ha.le hr])
  -- half of the decay absorbs the linear growth
  have h2 : r * Real.exp (-(a / 2) * r) ≤ 2 / a := by
    have h := Real.add_one_le_exp (a / 2 * r)
    have hp : Real.exp (-(a / 2) * r) * Real.exp (a / 2 * r) = 1 := by
      rw [← Real.exp_add, show -(a / 2) * r + a / 2 * r = 0 by ring, Real.exp_zero]
    rw [le_div_iff₀ ha]
    nlinarith [mul_le_mul_of_nonneg_left h hE.le]
  simp only [dampedWave]
  rw [hsq]
  generalize Real.exp (-(a / 2) * r) = E at hE h1 h2 ⊢
  generalize A * Real.sin (k * r) + B * Real.cos (k * r) = P at tP ⊢
  generalize C * Real.sin (k * r) + D * Real.cos (k * r) = Q at tQ ⊢
  have hP : |E * P| ≤ |A| + |B| := by
    rw [abs_mul, abs_of_pos hE]
    exact (mul_le_of_le_one_left (abs_nonneg _) h1).trans tP
  have hQ : |r * E * Q| ≤ (|C| + |D|) * (2 / a) := by
    rw [abs_mul, abs_of_nonneg (mul_nonneg hr hE.le), mul_comm]
    exact mul_le_mul tQ h2 (mul_nonneg hr hE.le) (by positivity)
  rw [show E * E * (P + r * Q) = (E * P + r * E * Q) * E by ring, abs_mul, abs_of_pos hE]
  exact mul_le_mul_of_nonneg_right ((abs_add_le _ _).trans (add_le_add hP hQ)) hE.le

/-- The radial integral of the derivative of a damped wave is minus its value at the origin. -/
theorem integral_dampedWave {a : ℝ} (ha : 0 < a) (k A B C D : ℝ) :
    ∫ r in Ioi (0 : ℝ), dampedWave a k (C - a * A - k * B) (D - a * B + k * A)
      (-a * C - k * D) (k * C - a * D) r = -B := by
  have hd : ∀ r ∈ Ici (0 : ℝ), HasDerivAt (dampedWave a k A B C D)
      (dampedWave a k (C - a * A - k * B) (D - a * B + k * A)
        (-a * C - k * D) (k * C - a * D) r) r := by
    intro r _
    have hi := hasDerivAt_id' r
    have hs := (hi.const_mul k).sin
    have hc := (hi.const_mul k).cos
    have h := ((hi.const_mul (-a)).exp).fun_mul
      (((hs.const_mul A).fun_add (hc.const_mul B)).fun_add
        (hi.fun_mul ((hs.const_mul C).fun_add (hc.const_mul D))))
    refine h.congr_deriv ?_
    simp only [dampedWave]
    ring
  have hint : IntegrableOn (dampedWave a k (C - a * A - k * B) (D - a * B + k * A)
      (-a * C - k * D) (k * C - a * D)) (Ioi 0) := by
    obtain ⟨M, hM⟩ := dampedWave_bound ha k (C - a * A - k * B) (D - a * B + k * A)
      (-a * C - k * D) (k * C - a * D)
    refine Integrable.mono'
      (Integrable.const_mul (exp_neg_integrableOn_Ioi 0 (half_pos ha)) M) ?_ ?_
    · exact Continuous.aestronglyMeasurable (by unfold dampedWave; fun_prop)
    · exact ae_restrict_of_forall_mem measurableSet_Ioi fun r hr => hM r (le_of_lt hr)
  have hlim : Tendsto (dampedWave a k A B C D) atTop (𝓝 0) := by
    obtain ⟨M, hM⟩ := dampedWave_bound ha k A B C D
    have h1 : Tendsto (fun r : ℝ => -(a / 2) * r) atTop atBot :=
      tendsto_id.const_mul_atTop_of_neg (by linarith)
    have h2 : Tendsto (fun r : ℝ => Real.exp (-(a / 2) * r)) atTop (𝓝 0) :=
      Real.tendsto_exp_atBot.comp h1
    have h3 := h2.const_mul M
    rw [mul_zero] at h3
    exact squeeze_zero_norm' ((eventually_ge_atTop 0).mono fun r hr => hM r hr) h3
  rw [integral_Ioi_of_hasDerivAt_of_tendsto' hd hint hlim]
  simp [dampedWave]

/-- The retarded radial integral with an exponential of decay constant `a`. -/
theorem integral_j1 {a k : ℝ} (ha : 0 < a) (hk : 0 < k) :
    ∫ r in Ioi (0 : ℝ), r ^ 2 * Real.exp (-a * r) * (j1 (k * r) / k)
      = 2 / (a ^ 2 + k ^ 2) ^ 2 := by
  have hs : a ^ 2 + k ^ 2 ≠ 0 := by positivity
  obtain ⟨A, hA⟩ : ∃ A, A = -(a * (a ^ 2 + 3 * k ^ 2)) / (k ^ 3 * (a ^ 2 + k ^ 2) ^ 2) :=
    ⟨_, rfl⟩
  obtain ⟨B, hB⟩ : ∃ B, B = -2 / (a ^ 2 + k ^ 2) ^ 2 := ⟨_, rfl⟩
  obtain ⟨C, hC⟩ : ∃ C, C = -1 / (k * (a ^ 2 + k ^ 2)) := ⟨_, rfl⟩
  obtain ⟨D, hD⟩ : ∃ D, D = a / (k ^ 2 * (a ^ 2 + k ^ 2)) := ⟨_, rfl⟩
  -- these coefficients make the derivative equal to the integrand
  have e1 : C - a * A - k * B = 1 / k ^ 3 := by rw [hA, hB, hC]; field_simp; ring
  have e2 : D - a * B + k * A = 0 := by rw [hA, hB, hD]; field_simp; ring
  have e3 : -a * C - k * D = 0 := by rw [hC, hD]; field_simp; ring
  have e4 : k * C - a * D = -1 / k ^ 2 := by rw [hC, hD]; field_simp; ring
  have h := integral_dampedWave ha k A B C D
  rw [e1, e2, e3, e4] at h
  rw [show 2 / (a ^ 2 + k ^ 2) ^ 2 = -B by rw [hB]; ring, ← h]
  refine setIntegral_congr_fun measurableSet_Ioi fun r hr => ?_
  have hr0 : r ≠ 0 := ne_of_gt hr
  have hj : r ^ 2 * (j1 (k * r) / k)
      = 1 / k ^ 3 * Real.sin (k * r) + r * (-1 / k ^ 2 * Real.cos (k * r)) := by
    unfold j1
    field_simp
    ring
  simp only [dampedWave]
  linear_combination Real.exp (-a * r) * hj

/-- The radial integral with the angular weight, for every wavenumber including zero. -/
theorem integral_angularWeight {a k : ℝ} (ha : 0 < a) (hk : 0 ≤ k) :
    ∫ r in Ioi (0 : ℝ), r ^ 3 * Real.exp (-a * r) * angularWeight (k * r)
      = 2 / (a ^ 2 + k ^ 2) ^ 2 := by
  rcases hk.eq_or_lt with rfl | hk
  · have h := Real.integral_rpow_mul_exp_neg_mul_Ioi (a := 4) (r := a) (by norm_num) ha
    have hG : Real.Gamma 4 = 6 := by
      rw [show (4 : ℝ) = ((3 : ℕ) : ℝ) + 1 by norm_num, Real.Gamma_nat_eq_factorial]
      norm_num [Nat.factorial]
    have hp : (1 / a) ^ (4 : ℝ) = (1 / a) ^ 4 := by
      rw [show (4 : ℝ) = ((4 : ℕ) : ℝ) by norm_num, Real.rpow_natCast]
    rw [hG, hp] at h
    have hv : 2 / (a ^ 2 + 0 ^ 2) ^ 2 = 1 / 3 * ((1 / a) ^ 4 * 6) := by
      rw [show a ^ 2 + 0 ^ 2 = a ^ 2 by ring]
      field_simp
      norm_num
    rw [hv, ← h, ← integral_const_mul]
    refine setIntegral_congr_fun measurableSet_Ioi fun r _ => ?_
    have h3 : r ^ ((4 : ℝ) - 1) = r ^ 3 := by
      rw [show (4 : ℝ) - 1 = ((3 : ℕ) : ℝ) by norm_num, Real.rpow_natCast]
    simp only [zero_mul, angularWeight_zero, h3, neg_mul]
    ring
  · rw [← integral_j1 ha hk]
    refine setIntegral_congr_fun measurableSet_Ioi fun r hr => ?_
    have hr0 : r ≠ 0 := ne_of_gt hr
    have hw : r * angularWeight (k * r) = j1 (k * r) / k := by
      rw [angularWeight_eq (mul_ne_zero hk.ne' hr0)]
      field_simp
    linear_combination r ^ 2 * Real.exp (-a * r) * hw

/-- Closed form of the 2p-1s velocity amplitude at any photon wavenumber. -/
theorem amplitude_eq {Z k : ℝ} (hZ : 0 < Z) (hk : 0 ≤ k) :
    amplitude Z k = -(2 * Z * √(Z ^ 3) * √(Z ^ 5 / 24))
      * (2 / ((3 * Z / 2) ^ 2 + k ^ 2) ^ 2) := by
  rw [← integral_angularWeight (by positivity : 0 < 3 * Z / 2) hk, ← integral_const_mul]
  unfold amplitude
  refine setIntegral_congr_fun measurableSet_Ioi fun r _ => ?_
  have hd : HasDerivAt (R1s Z) (-Z * R1s Z r) r := by
    have h := (((hasDerivAt_id' r).const_mul (-Z)).exp).const_mul (2 * √(Z ^ 3))
    refine h.congr_deriv ?_
    simp only [R1s]
    ring
  -- the two orbital exponents add up to 3Z/2
  have he : Real.exp (-(3 * Z / 2) * r) = Real.exp (-(Z / 2) * r) * Real.exp (-Z * r) := by
    rw [← Real.exp_add]
    congr 1
    ring
  simp only [hd.deriv, he, R1s, R2p]
  ring

/-- The 2p-1s amplitude divided by its nonzero dipole value is `(1 + (Zα)²/16)⁻²`, which lies
strictly between `1 - (Zα)²/8` and `1`. -/
theorem retardation_factor {Z α : ℝ} (hZ : 0 < Z) (hα : 0 < α) :
    amplitude Z 0 ≠ 0 ∧
    amplitude Z (photonWavenumber Z α) / amplitude Z 0 = 1 / (1 + (Z * α) ^ 2 / 16) ^ 2 ∧
    1 - (Z * α) ^ 2 / 8 < amplitude Z (photonWavenumber Z α) / amplitude Z 0 ∧
    amplitude Z (photonWavenumber Z α) / amplitude Z 0 < 1 := by
  have hkv : photonWavenumber Z α = 3 * Z ^ 2 * α / 8 := by
    unfold photonWavenumber
    ring
  have hN : -(2 * Z * √(Z ^ 3) * √(Z ^ 5 / 24)) ≠ 0 := neg_ne_zero.2 (by positivity)
  have hq : (3 * Z / 2) ^ 2 ≠ 0 := by positivity
  have hx : 0 < (Z * α) ^ 2 / 16 := by positivity
  have hratio : amplitude Z (photonWavenumber Z α) / amplitude Z 0
      = 1 / (1 + (Z * α) ^ 2 / 16) ^ 2 := by
    rw [hkv, amplitude_eq hZ (by positivity), amplitude_eq hZ le_rfl, mul_div_mul_left _ _ hN,
      show (3 * Z / 2) ^ 2 + (3 * Z ^ 2 * α / 8) ^ 2
        = (3 * Z / 2) ^ 2 * (1 + (Z * α) ^ 2 / 16) by ring,
      show (3 * Z / 2) ^ 2 + 0 ^ 2 = (3 * Z / 2) ^ 2 by ring]
    have hy : 1 + (Z * α) ^ 2 / 16 ≠ 0 := by positivity
    generalize (3 * Z / 2) ^ 2 = q at hq ⊢
    generalize 1 + (Z * α) ^ 2 / 16 = y at hy ⊢
    field_simp
  refine ⟨?_, hratio, ?_, ?_⟩
  · rw [amplitude_eq hZ le_rfl]
    exact mul_ne_zero hN (by positivity)
  · rw [hratio, show (Z * α) ^ 2 / 8 = 2 * ((Z * α) ^ 2 / 16) by ring]
    generalize (Z * α) ^ 2 / 16 = x at hx ⊢
    rw [lt_div_iff₀ (by positivity)]
    nlinarith [pow_pos hx 2, pow_pos hx 3]
  · rw [hratio, div_lt_one (by positivity)]
    nlinarith [pow_pos hx 2]

/-- The squared ratio of the retarded to the dipole amplitude lies strictly between
`1 - (Zα)²/4` and `1`. -/
theorem squared_retardation_bounds {Z α : ℝ} (hZ : 0 < Z) (hα : 0 < α) :
    1 - (Z * α) ^ 2 / 4 < (amplitude Z (photonWavenumber Z α) / amplitude Z 0) ^ 2 ∧
    (amplitude Z (photonWavenumber Z α) / amplitude Z 0) ^ 2 < 1 := by
  obtain ⟨_, heq, hlo, hhi⟩ := retardation_factor hZ hα
  have hpos : 0 < amplitude Z (photonWavenumber Z α) / amplitude Z 0 := by
    rw [heq]
    positivity
  generalize amplitude Z (photonWavenumber Z α) / amplitude Z 0 = F at hlo hhi hpos ⊢
  constructor
  · nlinarith [sq_nonneg (F - 1)]
  · nlinarith

end

end LymanAlphaRetardation
```

```lean
#print axioms LymanAlphaRetardation.retardation_factor
#print axioms LymanAlphaRetardation.squared_retardation_bounds
```

```
'LymanAlphaRetardation.retardation_factor' depends on axioms: [propext, Classical.choice, Quot.sound]
'LymanAlphaRetardation.squared_retardation_bounds' depends on axioms: [propext, Classical.choice, Quot.sound]
```

## How the Lean proof follows the calculation

`angularWeight_eq` and `angularWeight_zero` evaluate w by supplying an antiderivative, checking its derivative and subtracting endpoint values. The first antiderivative is the one that the integration by parts produces.

The trial function G is `dampedWave`. The improper integral of G′ needs two analytic facts: G tends to zero, and G′ is integrable. Both come from `dampedWave_bound`, which splits exp(−ar) into two equal factors. One of them absorbs the linear growth, because r exp(−ar/2) ≤ 2/a; the other remains as the decaying bound. `integral_dampedWave` then applies the fundamental theorem on the half-line and obtains −B.

In `integral_j1`, the equalities `e1` to `e4` are the four matching equations, checked by `field_simp` and `ring`. `integral_angularWeight` joins this result to the case k = 0, which it treats with the Gamma integral and Γ(4) = 6.

`amplitude_eq` differentiates the 1s function, combines the exponentials and pulls out the constant. `retardation_factor` cancels that constant and factors a² out of a² + k². For the lower bound, `nlinarith` receives the positivity of x² and x³, the terms in the expansion above; for the upper bound it receives that of x² and proves 1 < (1 + x)². In the squared version, the hint `sq_nonneg (F - 1)` is the inequality F² ≥ 2F − 1.

## The 1s form factor by the same method

Replacing j1(kr)/k by sin(kr)/(kr), the spherical Bessel function of order zero, leaves the integrand r exp(−ar) sin(kr)/k. The same trial function now has B = −2a/(a² + k²)², so the integral is 2a/(a² + k²)². With a = 2Z and the normalization 4Z³ of the squared 1s function, this gives the form factor of the 1s density, where k is now the momentum transfer in atomic units; this result is derived by hand and is not in the Lean file:

f(k) = 1/(1 + k²/(4Z²))².
